# Plane-wave truncation errors bounded by a weighted coefficient sum

Let $c_k$ be complex coefficients indexed by the integers, and let $s\ge 1$ and $K\ge 0$ be real. If $\sum_k(1+k^2)^s|c_k|^2$ converges and is at most $M$, then

$$\sum_{|k|>K}|c_k|^2\le M(1+K^2)^{-s},\qquad \sum_{|k|>K}k^2|c_k|^2\le M(1+K^2)^{1-s}.$$

Let the $c_k$ be the coefficients of an orbital on a ring in normalised plane waves, and discard the waves with $|k|>K$. The first sum is then the discarded squared norm, and the second is proportional to the discarded kinetic energy. The theorems below also cover three-dimensional wave vectors. In plane-wave electronic-structure calculations, such estimates bound what a cutoff removes from a given orbital. By themselves they do not bound the error of an orbital recomputed in the truncated basis.

## Wave vectors, weights and the cutoff

```lean
import Mathlib

open Filter Topology

namespace PlaneWaveCutoff

noncomputable section

variable {ι V : Type*} [NormedAddCommGroup V]
```

The type `ι` labels the plane waves, and `V` is the space of wave vectors, of which only a norm is required. It may be the real line or three-dimensional reciprocal space.

```lean
/-- The contribution `(1 + |G k|²)^s |c k|²` of plane wave `k`, with wave vector `G k`, to the
squared Sobolev norm of order `s`. -/
def sobolevTerm (G : ι → V) (c : ι → ℂ) (s : ℝ) (k : ι) : ℝ :=
  (1 + ‖G k‖ ^ 2) ^ s * ‖c k‖ ^ 2
```

This defines the term $(1+|G_k|^2)^s|c_k|^2$, where `G k` is the wave vector $G_k$ and `c k` the coefficient $c_k$. Adding 1 to $|G_k|^2$ means that wave vectors are dimensionless, measured in a chosen inverse length. Convergence of the sum of these terms over all plane waves expresses smoothness: roughly, $s$ square-integrable derivatives. The bound $M$ on it is assumed, not derived from a Hamiltonian.

```lean
/-- The part of a mode-resolved quantity `f` carried by the plane waves beyond the cutoff `K`. -/
def discarded (G : ι → V) (K : ℝ) (f : ι → ℝ) (k : ι) : ℝ :=
  if K < ‖G k‖ then f k else 0
```

`discarded` keeps $f_k$ when $|G_k|>K$ and replaces it by zero otherwise. A wave exactly at the cutoff stays in the basis.

## From one wave to the whole tail

```lean
/-- Each Sobolev term is nonnegative. -/
theorem sobolevTerm_nonneg (G : ι → V) (c : ι → ℂ) (s : ℝ) (k : ι) :
    0 ≤ sobolevTerm G c s k := by
  unfold sobolevTerm
  positivity
```

Each term is a power of a positive number times a square, hence nonnegative.

```lean
/-- For a plane wave beyond the cutoff, the term of order `r ≤ s` is at most `(1 + K²)^(r - s)`
times the term of order `s`. -/
theorem sobolevTerm_le (G : ι → V) (c : ι → ℂ) {r s K : ℝ} (hK : 0 ≤ K) (hrs : r ≤ s)
    {k : ι} (hk : K < ‖G k‖) :
    sobolevTerm G c r k ≤ (1 + K ^ 2) ^ (r - s) * sobolevTerm G c s k := by
  have hpos : 0 < 1 + ‖G k‖ ^ 2 := by positivity
  have hle : 1 + K ^ 2 ≤ 1 + ‖G k‖ ^ 2 := by nlinarith
  -- a nonpositive power does not increase with the wave number
  have hpow : (1 + ‖G k‖ ^ 2) ^ (r - s) ≤ (1 + K ^ 2) ^ (r - s) :=
    Real.rpow_le_rpow_of_nonpos (by positivity) hle (by linarith)
  have hsplit : (1 + ‖G k‖ ^ 2) ^ r = (1 + ‖G k‖ ^ 2) ^ (r - s) * (1 + ‖G k‖ ^ 2) ^ s := by
    rw [← Real.rpow_add hpos, sub_add_cancel]
  calc sobolevTerm G c r k = (1 + ‖G k‖ ^ 2) ^ (r - s) * sobolevTerm G c s k := by
        unfold sobolevTerm
        rw [hsplit, mul_assoc]
    _ ≤ _ := mul_le_mul_of_nonneg_right hpow (sobolevTerm_nonneg G c s k)
```

Take $r\le s$ and a discarded wave, $|G_k|>K\ge 0$. Then $1+K^2\le 1+|G_k|^2$, and since $r-s\le 0$, raising to that power reverses the inequality (`hpow`). Splitting the exponent as $r=(r-s)+s$ (`hsplit`) gives

$$(1+|G_k|^2)^r|c_k|^2\le(1+K^2)^{r-s}(1+|G_k|^2)^s|c_k|^2.$$

```lean
/-- If the squared Sobolev norm of order `s` is at most `M`, the discarded part of the squared
norm of order `r ≤ s` converges and is at most `M (1 + K²)^(r - s)`. -/
theorem discarded_sobolev_le (G : ι → V) (c : ι → ℂ) {r s M K : ℝ} (hK : 0 ≤ K) (hrs : r ≤ s)
    (hc : Summable (sobolevTerm G c s)) (hM : ∑' k, sobolevTerm G c s k ≤ M) :
    Summable (discarded G K (sobolevTerm G c r)) ∧
      ∑' k, discarded G K (sobolevTerm G c r) k ≤ M * (1 + K ^ 2) ^ (r - s) := by
  have h0 : ∀ k, 0 ≤ discarded G K (sobolevTerm G c r) k := by
    intro k
    unfold discarded
    split_ifs
    · exact sobolevTerm_nonneg G c r k
    · exact le_rfl
  have hb : ∀ k, discarded G K (sobolevTerm G c r) k
      ≤ (1 + K ^ 2) ^ (r - s) * sobolevTerm G c s k := by
    intro k
    unfold discarded
    split_ifs with h
    · exact sobolevTerm_le G c hK hrs h
    · exact mul_nonneg (by positivity) (sobolevTerm_nonneg G c s k)
  have hsum := Summable.of_nonneg_of_le h0 hb (hc.mul_left _)
  refine ⟨hsum, ?_⟩
  calc ∑' k, discarded G K (sobolevTerm G c r) k
      ≤ ∑' k, (1 + K ^ 2) ^ (r - s) * sobolevTerm G c s k :=
        Summable.tsum_le_tsum hb hsum (hc.mul_left _)
    _ = (1 + K ^ 2) ^ (r - s) * ∑' k, sobolevTerm G c s k := tsum_mul_left
    _ ≤ (1 + K ^ 2) ^ (r - s) * M := mul_le_mul_of_nonneg_left hM (by positivity)
    _ = M * (1 + K ^ 2) ^ (r - s) := mul_comm _ _
```

`Summable` says that a series converges, and `∑'` denotes its sum. The conclusion joins two claims with `∧`: the discarded series of order $r$ converges, and

$$\sum_{|G_k|>K}(1+|G_k|^2)^r|c_k|^2\le M(1+K^2)^{r-s}.$$

By hand, sum the previous inequality over the discarded waves, extend the right-hand sum to all waves, and insert $M$. In Lean, `h0` and `hb` place each discarded term between zero and its bound. Comparison then gives convergence, and the `calc` chain gives the estimate. Because Lean assigns the value zero to a divergent sum, the convergence claim is what gives the inequality its content.

## Discarded norm and kinetic energy

```lean
/-- The discarded squared norm converges and is at most `M (1 + K²)^(-s)`. -/
theorem discarded_norm_le (G : ι → V) (c : ι → ℂ) {s M K : ℝ} (hK : 0 ≤ K) (hs : 0 ≤ s)
    (hc : Summable (sobolevTerm G c s)) (hM : ∑' k, sobolevTerm G c s k ≤ M) :
    Summable (discarded G K (fun k => ‖c k‖ ^ 2)) ∧
      ∑' k, discarded G K (fun k => ‖c k‖ ^ 2) k ≤ M * (1 + K ^ 2) ^ (-s) := by
  have h := discarded_sobolev_le G c hK hs hc hM
  have e : sobolevTerm G c 0 = fun k => ‖c k‖ ^ 2 := by
    funext k
    simp only [sobolevTerm, Real.rpow_zero, one_mul]
  rwa [e, zero_sub] at h
```

Set $r=0$. The weight becomes 1, leaving $\sum_{|G_k|>K}|c_k|^2\le M(1+K^2)^{-s}$. Here $s\ge 0$ suffices.

```lean
/-- The discarded sum of `|G k|² |c k|²` converges and is at most `M (1 + K²)^(1 - s)`. -/
theorem discarded_kinetic_le (G : ι → V) (c : ι → ℂ) {s M K : ℝ} (hK : 0 ≤ K) (hs : 1 ≤ s)
    (hc : Summable (sobolevTerm G c s)) (hM : ∑' k, sobolevTerm G c s k ≤ M) :
    Summable (discarded G K (fun k => ‖G k‖ ^ 2 * ‖c k‖ ^ 2)) ∧
      ∑' k, discarded G K (fun k => ‖G k‖ ^ 2 * ‖c k‖ ^ 2) k ≤ M * (1 + K ^ 2) ^ (1 - s) := by
  obtain ⟨h1, h2⟩ := discarded_sobolev_le G c hK hs hc hM
  have h0 : ∀ k, 0 ≤ discarded G K (fun k => ‖G k‖ ^ 2 * ‖c k‖ ^ 2) k := by
    intro k
    unfold discarded
    split_ifs <;> positivity
  -- the kinetic weight is dominated by the Sobolev weight of order one
  have hb : ∀ k, discarded G K (fun k => ‖G k‖ ^ 2 * ‖c k‖ ^ 2) k
      ≤ discarded G K (sobolevTerm G c 1) k := by
    intro k
    unfold discarded
    split_ifs
    · simp only [sobolevTerm, Real.rpow_one]
      nlinarith [sq_nonneg ‖c k‖]
    · exact le_rfl
  have hsum := Summable.of_nonneg_of_le h0 hb h1
  exact ⟨hsum, (Summable.tsum_le_tsum hb hsum h1).trans h2⟩
```

Set $r=1$, which requires $s\ge 1$. Since $|G_k|^2\le 1+|G_k|^2$,

$$\sum_{|G_k|>K}|G_k|^2|c_k|^2\le\sum_{|G_k|>K}(1+|G_k|^2)|c_k|^2\le M(1+K^2)^{1-s}.$$

The termwise comparison is `hb`. At $s=1$ the bound is just $M$ and does not decrease with $K$, although for a fixed orbital the discarded sum itself still tends to zero as $K$ grows.

```lean
/-- Plane waves on a ring: if `∑ (1 + k²)^s |c k|² ≤ M` with `s ≥ 1`, the discarded sums of
`|c k|²` and `k² |c k|²` over `|k| > K` converge and are at most `M (1 + K²)^(-s)` and
`M (1 + K²)^(1 - s)`. -/
theorem plane_wave_cutoff (c : ℤ → ℂ) {s M K : ℝ} (hK : 0 ≤ K) (hs : 1 ≤ s)
    (hc : Summable fun k : ℤ => (1 + (k : ℝ) ^ 2) ^ s * ‖c k‖ ^ 2)
    (hM : ∑' k : ℤ, (1 + (k : ℝ) ^ 2) ^ s * ‖c k‖ ^ 2 ≤ M) :
    (Summable (fun k : ℤ => if K < |(k : ℝ)| then ‖c k‖ ^ 2 else 0) ∧
      ∑' k : ℤ, (if K < |(k : ℝ)| then ‖c k‖ ^ 2 else 0) ≤ M * (1 + K ^ 2) ^ (-s)) ∧
    (Summable (fun k : ℤ => if K < |(k : ℝ)| then (k : ℝ) ^ 2 * ‖c k‖ ^ 2 else 0) ∧
      ∑' k : ℤ, (if K < |(k : ℝ)| then (k : ℝ) ^ 2 * ‖c k‖ ^ 2 else 0)
        ≤ M * (1 + K ^ 2) ^ (1 - s)) := by
  have e : sobolevTerm (fun k : ℤ => (k : ℝ)) c s
      = fun k : ℤ => (1 + (k : ℝ) ^ 2) ^ s * ‖c k‖ ^ 2 := by
    funext k
    simp only [sobolevTerm, Real.norm_eq_abs, sq_abs]
  rw [← e] at hc
  have hM' : ∑' k, sobolevTerm (fun k : ℤ => (k : ℝ)) c s k ≤ M := by
    rw [e]
    exact hM
  have h1 := discarded_norm_le _ c hK (by linarith) hc hM'
  have h2 := discarded_kinetic_le _ c hK hs hc hM'
  unfold discarded at h1 h2
  simp only [Real.norm_eq_abs, sq_abs] at h1 h2
  exact ⟨h1, h2⟩
```

This is the opening statement, for plane waves on a ring. Choosing $G_k=k$ turns the norm into $|k|$, and the proof rewrites the two preceding theorems in that notation. The expression `(k : ℝ)` reads the integer $k$ as a real number.

## Choosing a cutoff for a tolerance

```lean
/-- A cutoff with `1 + K² ≥ (M/ε)^(1/s)` keeps the discarded squared norm within the tolerance `ε`.
-/
theorem sufficient_cutoff (G : ι → V) (c : ι → ℂ) {s M K ε : ℝ} (hK : 0 ≤ K) (hs : 0 < s)
    (hε : 0 < ε) (hc : Summable (sobolevTerm G c s)) (hM : ∑' k, sobolevTerm G c s k ≤ M)
    (hcut : (M / ε) ^ (1 / s) ≤ 1 + K ^ 2) :
    ∑' k, discarded G K (fun k => ‖c k‖ ^ 2) k ≤ ε := by
  have hM0 : 0 ≤ M := (tsum_nonneg (sobolevTerm_nonneg G c s)).trans hM
  have h1 : M / ε ≤ (1 + K ^ 2) ^ s := by
    calc M / ε = ((M / ε) ^ (1 / s)) ^ s := by
          rw [← Real.rpow_mul (by positivity), one_div_mul_cancel hs.ne', Real.rpow_one]
      _ ≤ _ := Real.rpow_le_rpow (by positivity) hcut hs.le
  have h2 := (div_le_iff₀ hε).1 h1
  refine (discarded_norm_le G c hK hs.le hc hM).2.trans ?_
  rw [Real.rpow_neg (by positivity), ← div_eq_mul_inv, div_le_iff₀ (by positivity)]
  linarith
```

Let the weighted sum of order $s>0$ converge and be at most $M$. For a tolerance $\varepsilon>0$ and a cutoff $K\ge 0$, suppose $1+K^2\ge(M/\varepsilon)^{1/s}$. Raising both sides to the power $s$ gives $M/\varepsilon\le(1+K^2)^s$ (`h1`), so

$$\sum_{|G_k|>K}|c_k|^2\le M(1+K^2)^{-s}\le\varepsilon.$$

The tolerance applies to the squared norm. The condition is sufficient; a particular orbital may need fewer waves.

## The constant 1 is the best possible

```lean
/-- The prefactor is optimal: if the basis has a wave vector `G k₀ ≠ 0` and the cutoff bound holds
with a constant `C` for all coefficients and cutoffs, then `C ≥ 1`. -/
theorem prefactor_optimal [DecidableEq ι] (G : ι → V) {k₀ : ι} (hk₀ : G k₀ ≠ 0) {r s C : ℝ}
    (h : ∀ c : ι → ℂ, Summable (sobolevTerm G c s) → ∀ K : ℝ, 0 ≤ K →
      ∑' k, discarded G K (sobolevTerm G c r) k
        ≤ C * (∑' k, sobolevTerm G c s k) * (1 + K ^ 2) ^ (r - s)) :
    1 ≤ C := by
  have hg : 0 < ‖G k₀‖ := norm_pos_iff.2 hk₀
  have hpos : 0 < 1 + ‖G k₀‖ ^ 2 := by positivity
  -- test the bound on the single plane wave `k₀`
  let c : ι → ℂ := Pi.single k₀ 1
  have hz : ∀ t : ℝ, ∀ k, k ≠ k₀ → sobolevTerm G c t k = 0 := by
    intro t k hk
    simp [sobolevTerm, c, hk]
  have hv : ∀ t : ℝ, sobolevTerm G c t k₀ = (1 + ‖G k₀‖ ^ 2) ^ t := by
    intro t
    simp [sobolevTerm, c]
  have hS := hasSum_single k₀ (hz s)
  have key : ∀ K : ℝ, 0 ≤ K → K < ‖G k₀‖ → (1 + ‖G k₀‖ ^ 2) ^ r
      ≤ C * (1 + ‖G k₀‖ ^ 2) ^ s * (1 + K ^ 2) ^ (r - s) := by
    intro K hK hlt
    have hD : ∑' k, discarded G K (sobolevTerm G c r) k = (1 + ‖G k₀‖ ^ 2) ^ r := by
      rw [tsum_eq_single k₀ (fun k hk => by simp [discarded, hz r k hk])]
      unfold discarded
      rw [if_pos hlt, hv]
    have := h c hS.summable K hK
    rwa [hD, hS.tsum_eq, hv] at this
  -- let the cutoff approach the wave number from below
  have hcont : ContinuousAt
      (fun K : ℝ => C * (1 + ‖G k₀‖ ^ 2) ^ s * (1 + K ^ 2) ^ (r - s)) ‖G k₀‖ := by
    refine ContinuousAt.mul continuousAt_const (ContinuousAt.rpow_const ?_ (Or.inl hpos.ne'))
    exact (by fun_prop : Continuous fun K : ℝ => 1 + K ^ 2).continuousAt
  have hlim := ge_of_tendsto (hcont.tendsto.mono_left (nhdsWithin_le_nhds (s := Set.Iio ‖G k₀‖)))
    (by
      filter_upwards [self_mem_nhdsWithin, nhdsWithin_le_nhds (Ioi_mem_nhds hg)] with K h1 h2
      exact key K (le_of_lt h2) h1)
  rw [mul_assoc, ← Real.rpow_add hpos, add_sub_cancel] at hlim
  have hP : 0 < (1 + ‖G k₀‖ ^ 2) ^ r := Real.rpow_pos_of_pos hpos r
  exact le_of_mul_le_mul_right (by linarith) hP

end

end PlaneWaveCutoff
```

Suppose the general bound held with a prefactor $C$ for all coefficients and all cutoffs, with the full weighted sum in place of $M$. Test it on a single plane wave, $c_{k_0}=1$ and all other coefficients zero, with $g=|G_{k_0}|>0$. For $0\le K<g$ this wave is discarded, so `key` reads

$$(1+g^2)^r\le C(1+g^2)^s(1+K^2)^{r-s}.$$

Let $K$ approach $g$ from below. The right side tends to $C(1+g^2)^r$, and dividing by the positive factor gives $C\ge 1$. For $r<s$ the limit is needed, because at $K=g$ the wave is retained. The theorem concerns the weights $(1+|G_k|^2)^r$, which include the discarded norm at $r=0$, but not the bare kinetic weight $|G_k|^2$.

```lean
#print axioms PlaneWaveCutoff.plane_wave_cutoff
#print axioms PlaneWaveCutoff.sufficient_cutoff
#print axioms PlaneWaveCutoff.prefactor_optimal
```

```
'PlaneWaveCutoff.plane_wave_cutoff' depends on axioms: [propext, Classical.choice, Quot.sound]
'PlaneWaveCutoff.sufficient_cutoff' depends on axioms: [propext, Classical.choice, Quot.sound]
'PlaneWaveCutoff.prefactor_optimal' depends on axioms: [propext, Classical.choice, Quot.sound]
```
